# For an idempotent subtraction, the Bogoliubov recursion gives the unique ladder counterterm series

**Q:** Suppose a ladder of corrections to a vertex diverges when its regulator is removed, and so do the shorter ladders inside it. Which definitions and conventions describe their subtraction?

**A:** Let $t$ be the coupling factor that each loop brings, and $f_n$ the coefficient of $t^n$ in the ladder amplitude divided by its tree value, so that $f_0=1$. The amplitudes lie in a ring $A$, not necessarily commutative, and $f=\sum_n f_nt^n$ is a `PowerSeries A`. An additive map $R:A\to A$ extracts what the scheme subtracts. Many texts call this map $K$ or $T$ and keep $R$ for the whole renormalization operation.

```lean
import Mathlib

open PowerSeries

namespace LadderBirkhoff

noncomputable section

variable {A : Type*} [Ring A]
```

For an additive subgroup $S$ of $A$, `IsOnePlus S f` says that $f_0=1$ and every higher coefficient lies in $S$.

```lean
/-- The series `f` lies in `1 + t S[[t]]`: its constant term is one and all higher
coefficients lie in the additive subgroup `S`. -/
structure IsOnePlus (S : AddSubgroup A) (f : PowerSeries A) : Prop where
  zero : coeff 0 f = 1
  succ : ∀ n, coeff (n + 1) f ∈ S
```

The counterterms $c_n$ start at $c_0=1$ and continue with

$$c_{n+1}=-R(\bar f_{n+1}),\qquad \bar f_{n+1}=f_{n+1}+\sum_{k=0}^{n-1}c_{k+1}f_{n-k}.$$

In Lean, `k : Fin n` is this range of $k$.

```lean
/-- The Bogoliubov recursion: `c₀ = 1`, and each higher `c` is minus `R` applied to a sum: the
amplitude coefficient of that order, plus the products of lower counterterms with lower amplitude
coefficients. -/
def bogoliubov (R : A →+ A) (f : PowerSeries A) : ℕ → A
  | 0 => 1
  | n + 1 => -R (coeff (n + 1) f +
      ∑ k : Fin n, bogoliubov R f (k + 1) * coeff (n - k) f)
decreasing_by
  have := k.isLt
  omega

/-- The counterterm series, whose coefficients are given by the Bogoliubov recursion. -/
def counterterm (R : A →+ A) (f : PowerSeries A) : PowerSeries A :=
  PowerSeries.mk (bogoliubov R f)
```

**Q:** Why should that sum represent the subdivergences?

**A:** In a vertex ladder they are nested, because each rung encloses the shorter ladder next to the vertex: $c_{k+1}$ replaces such an inner ladder, and $f_{n-k}$ is what remains. In a chain of contact interactions, divergent loops also sit side by side, and this sum misses some of them. That Feynman integrals really reduce to these products is the input from physics; the theorems start from the series $f$. Given that input, the sum is the Cauchy product without its end terms. Since $c_0=f_0=1$,

$$(cf)_{n+1}=c_{n+1}+\bar f_{n+1}.$$

```lean
/-- For two series with constant term one, the product has constant term one, and each higher
coefficient is that of `c` plus the amplitude `f` with its lower-order corrections. -/
theorem ladder_product {c f : PowerSeries A} (hc : coeff 0 c = 1) (hf : coeff 0 f = 1) :
    coeff 0 (c * f) = 1 ∧ ∀ n, coeff (n + 1) (c * f) = coeff (n + 1) c +
      (coeff (n + 1) f + ∑ k : Fin n, coeff (k + 1) c * coeff (n - k) f) := by
  constructor
  · simp only [PowerSeries.coeff_mul, Finset.Nat.antidiagonal_zero, Finset.sum_singleton,
      hc, hf, mul_one]
  · intro n
    rw [PowerSeries.coeff_mul, Finset.Nat.sum_antidiagonal_eq_sum_range_succ_mk,
      Finset.sum_range_succ, Finset.sum_range_succ', Finset.sum_range]
    simp only [Nat.add_sub_add_right, Nat.sub_self, Nat.sub_zero, hc, hf, one_mul, mul_one]
    abel
```

The next two lemmas unfold the recursion, in general and at two loops, where $c_2=-R(f_2-R(f_1)f_1)$.

```lean
/-- The coefficients of the counterterm series obey the Bogoliubov recursion. -/
theorem counterterm_succ (R : A →+ A) (f : PowerSeries A) (n : ℕ) :
    coeff (n + 1) (counterterm R f) = -R (coeff (n + 1) f +
      ∑ k : Fin n, coeff (k + 1) (counterterm R f) * coeff (n - k) f) := by
  simp only [counterterm, PowerSeries.coeff_mk]
  rw [bogoliubov]

/-- The two-loop counterterm: the one-loop subdivergence is subtracted before `R` acts. -/
theorem counterterm_two (R : A →+ A) (f : PowerSeries A) :
    coeff 2 (counterterm R f) = -R (coeff 2 f - R (coeff 1 f) * coeff 1 f) := by
  have h1 : coeff 1 (counterterm R f) = -R (coeff 1 f) := by
    simpa using counterterm_succ R f 0
  have h2 := counterterm_succ R f 1
  simpa [h1, sub_eq_add_neg] using h2
```

**Q:** Is this the only series of counterterms from the image of $R$ that leaves nothing for $R$ to extract?

**A:** Yes, if $R(R(a))=R(a)$ for all $a$, which means that subtracting twice removes nothing new. The theorem says that a series $c$ with $c_0=1$ has its higher coefficients in the image of $R$, and $cf$ has its own in the kernel, exactly when $c$ is the Bogoliubov series.

For existence, apply $R$ to the product formula:

$$R((cf)_{n+1})=-R(R(\bar f_{n+1}))+R(\bar f_{n+1})=0.$$

For uniqueness, a coefficient $c_{n+1}$ in the image satisfies $R(c_{n+1})=c_{n+1}$. The kernel condition then reads $0=c_{n+1}+R(\bar f_{n+1})$. Strong induction has already fixed the lower counterterms in $\bar f_{n+1}$, so $c_{n+1}$ is fixed too.

```lean
/-- For an idempotent `R` and an amplitude series `f` with constant term one, the Bogoliubov
series is the one and only `c` in `1 + t (im R)[[t]]` with `c f` in `1 + t (ker R)[[t]]`. -/
theorem bogoliubov_iff {R : A →+ A} (hR : ∀ a, R (R a) = R a) {f : PowerSeries A}
    (hf : coeff 0 f = 1) (c : PowerSeries A) :
    (IsOnePlus R.range c ∧ IsOnePlus R.ker (c * f)) ↔ c = counterterm R f := by
  have h0 : coeff 0 (counterterm R f) = 1 := by
    rw [counterterm, PowerSeries.coeff_mk, bogoliubov]
  constructor
  · rintro ⟨hc, hd⟩
    refine PowerSeries.ext fun n => ?_
    induction n using Nat.strong_induction_on with
    | _ n ih =>
      cases n with
      | zero => rw [hc.zero, h0]
      | succ n =>
        -- R fixes the counterterm and annihilates the renormalized coefficient
        have h1 := AddMonoidHom.mem_ker.1 (hd.succ n)
        obtain ⟨a, ha⟩ := hc.succ n
        have hfix : R (coeff (n + 1) c) = coeff (n + 1) c := by rw [← ha, hR]
        rw [(ladder_product hc.zero hf).2 n, map_add, hfix] at h1
        have hs : ∑ k : Fin n, coeff (k + 1) c * coeff (n - k) f =
            ∑ k : Fin n, coeff (k + 1) (counterterm R f) * coeff (n - k) f :=
          Finset.sum_congr rfl fun k _ => by
            rw [ih (k + 1) (Nat.succ_lt_succ k.isLt)]
        rw [counterterm_succ, ← hs]
        exact eq_neg_of_add_eq_zero_left h1
  · rintro rfl
    refine ⟨⟨h0, fun n => ?_⟩, ⟨(ladder_product h0 hf).1, fun n => ?_⟩⟩
    · rw [counterterm_succ]
      exact R.range.neg_mem ⟨_, rfl⟩
    · rw [AddMonoidHom.mem_ker, (ladder_product h0 hf).2 n, counterterm_succ, map_add,
        map_neg, hR, neg_add_cancel]
```

**Q:** And if $R$ isn't idempotent?

**A:** Take $A=\mathbb R$, $R(a)=2a$ and $f=1+t$. Then $c_1=-2$ and $(cf)_1=-1$, but $R(-1)=-2\neq0$. Additivity alone does not make the recursion work.

**Q:** Where does Birkhoff come in? I associate the name with matrix functions on a circle.

**A:** Here it means an algebraic splitting of formal series, $f=ud$, with $u$ built from the image of $R$ and $d$ from the kernel. We want $u=c^{-1}$ and $d=cf$, so $c^{-1}$ must stay in the image class. This is where the proof uses closure of the image under products.

If $S$ is closed under products, the product formula shows that the class $1+tS[[t]]$ is too.

```lean
/-- If `S` is closed under products, so is `1 + t S[[t]]`. -/
theorem onePlus_mul {S : AddSubgroup A} (hS : ∀ x ∈ S, ∀ y ∈ S, x * y ∈ S)
    {c f : PowerSeries A} (hc : IsOnePlus S c) (hf : IsOnePlus S f) :
    IsOnePlus S (c * f) := by
  refine ⟨(ladder_product hc.zero hf.zero).1, fun n => ?_⟩
  rw [(ladder_product hc.zero hf.zero).2 n]
  refine S.add_mem (hc.succ n) (S.add_mem (hf.succ n)
    (sum_mem fun k _ => hS _ (hc.succ k) _ ?_))
  obtain ⟨m, hm⟩ : ∃ m, n - (k : ℕ) = m + 1 := ⟨n - k - 1, by have := k.isLt; omega⟩
  rw [hm]
  exact hf.succ m
```

For inverses, run the recursion with $R=\mathrm{id}$. The kernel is then zero, so every series with constant term one has a left inverse. If $uc=1$ and $vu=1$, then $v=v(uc)=c$, so $cu=1$ as well. Induction on

$$u_{n+1}=-\Big(c_{n+1}+\sum_{k=0}^{n-1}u_{k+1}c_{n-k}\Big)$$

keeps the coefficients of $u$ in $S$.

```lean
/-- If `S` is closed under products, every series in `1 + t S[[t]]` has a two-sided inverse
in `1 + t S[[t]]`. -/
theorem onePlus_inverse {S : AddSubgroup A} (hS : ∀ x ∈ S, ∀ y ∈ S, x * y ∈ S)
    {c : PowerSeries A} (hc : IsOnePlus S c) :
    ∃ u, IsOnePlus S u ∧ u * c = 1 ∧ c * u = 1 := by
  -- the recursion with R = id subtracts everything, and so produces a left inverse
  have left : ∀ g : PowerSeries A, coeff 0 g = 1 → ∃ v, coeff 0 v = 1 ∧ v * g = 1 := by
    intro g hg
    obtain ⟨h1, h2⟩ := (bogoliubov_iff (R := AddMonoidHom.id A) (fun _ => rfl) hg _).2 rfl
    refine ⟨_, h1.zero, PowerSeries.ext fun n => ?_⟩
    cases n with
    | zero => rw [h2.zero, PowerSeries.coeff_one, if_pos rfl]
    | succ n =>
      rw [PowerSeries.coeff_one, if_neg (Nat.succ_ne_zero n)]
      exact AddMonoidHom.mem_ker.1 (h2.succ n)
  obtain ⟨u, hu, huc⟩ := left c hc.zero
  obtain ⟨v, -, hvu⟩ := left u hu
  have hvc : v = c := left_inv_eq_right_inv hvu huc
  refine ⟨u, ⟨hu, fun n => ?_⟩, huc, by rw [← hvc, hvu]⟩
  induction n using Nat.strong_induction_on with
  | _ n ih =>
    have h := (ladder_product hu hc.zero).2 n
    rw [huc, PowerSeries.coeff_one, if_neg (Nat.succ_ne_zero n)] at h
    rw [eq_neg_of_add_eq_zero_left h.symm]
    refine S.neg_mem (S.add_mem (hc.succ n)
      (sum_mem fun k _ => hS _ (ih k k.isLt) _ ?_))
    obtain ⟨m, hm⟩ : ∃ m, n - (k : ℕ) = m + 1 := ⟨n - k - 1, by have := k.isLt; omega⟩
    rw [hm]
    exact hc.succ m
```

Now $f=c^{-1}(cf)$ is a factorization. If also $f=vd'$ in the same classes, then $v^{-1}f=d'$, so $v^{-1}=c$ by uniqueness, and both factors agree.

```lean
/-- Birkhoff factorization: for an idempotent `R` with image closed under products, a series
with constant term one is uniquely a product of a series in `1 + t (im R)[[t]]` and one in
`1 + t (ker R)[[t]]`, in this order. -/
theorem birkhoff_factorization {R : A →+ A} (hR : ∀ a, R (R a) = R a)
    (hS : ∀ x ∈ R.range, ∀ y ∈ R.range, x * y ∈ R.range)
    {f : PowerSeries A} (hf : coeff 0 f = 1) :
    ∃! p : PowerSeries A × PowerSeries A,
      IsOnePlus R.range p.1 ∧ IsOnePlus R.ker p.2 ∧ p.1 * p.2 = f := by
  obtain ⟨hc, hd⟩ := (bogoliubov_iff hR hf _).2 rfl
  obtain ⟨u, hu, huc, -⟩ := onePlus_inverse hS hc
  refine ⟨(u, counterterm R f * f), ⟨hu, hd, by rw [← mul_assoc, huc, one_mul]⟩, ?_⟩
  rintro ⟨v, d⟩ ⟨(hv : IsOnePlus R.range v), (hd' : IsOnePlus R.ker d), (hvd : v * d = f)⟩
  -- the inverse of any left factor solves the counterterm problem
  obtain ⟨w, hw, hwv, -⟩ := onePlus_inverse hS hv
  have hwf : w * f = d := by rw [← hvd, ← mul_assoc, hwv, one_mul]
  have hwc : w = counterterm R f := (bogoliubov_iff hR hf w).1 ⟨hw, by rwa [hwf]⟩
  rw [← hwc] at huc
  rw [← hwc, hwf, left_inv_eq_right_inv huc hwv]
```

**Q:** Do counterterms of products multiply?

**A:** They do if $R$ is idempotent, $A$ is commutative, and the image and the kernel are both closed under products. Write $c_f,c_g$ for the counterterm series of $f,g$. Then $(c_fc_g)(fg)=(c_ff)(c_gg)$ lies in the kernel class, and uniqueness identifies $c_fc_g$.

```lean
/-- Over a commutative ring, for an idempotent `R` with image and kernel closed under products,
the counterterm of a product of amplitude series with constant term one is the product of
their counterterms. -/
theorem counterterm_mul {B : Type*} [CommRing B] {R : B →+ B} (hR : ∀ a, R (R a) = R a)
    (hS : ∀ x ∈ R.range, ∀ y ∈ R.range, x * y ∈ R.range)
    (hK : ∀ x ∈ R.ker, ∀ y ∈ R.ker, x * y ∈ R.ker)
    {f g : PowerSeries B} (hf : coeff 0 f = 1) (hg : coeff 0 g = 1) :
    counterterm R (f * g) = counterterm R f * counterterm R g := by
  obtain ⟨cf, df⟩ := (bogoliubov_iff hR hf _).2 rfl
  obtain ⟨cg, dg⟩ := (bogoliubov_iff hR hg _).2 rfl
  refine ((bogoliubov_iff hR (ladder_product hf hg).1 _).1 ⟨onePlus_mul hS cf cg, ?_⟩).symm
  rw [mul_mul_mul_comm]
  exact onePlus_mul hK df dg
```

**Q:** Does minimal subtraction meet these conditions?

**A:** Yes. `HahnSeries ℤ ℂ` holds formal Laurent series in the regulator $\varepsilon$, with finitely many negative powers, and `polePart` keeps those powers.

```lean
/-- Minimal subtraction: the pole part of a complex Laurent series in the regulator. -/
def polePart : HahnSeries ℤ ℂ →+ HahnSeries ℤ ℂ where
  toFun x := ⟨fun n => if n < 0 then x.coeff n else 0, x.isPWO_support.mono (by
    intro n hn h
    apply hn
    simp [h])⟩
  map_zero' := by ext n; simp
  map_add' x y := by
    ext n
    by_cases h : n < 0 <;> simp [h]
```

Keeping them twice changes nothing. Two negative exponents add to a negative one, and two non-negative exponents to a non-negative one, which gives both closures.

```lean
/-- Minimal subtraction is idempotent, and its image and kernel are closed under products. -/
theorem polePart_witness :
    (∀ x, polePart (polePart x) = polePart x) ∧
    (∀ x ∈ polePart.range, ∀ y ∈ polePart.range, x * y ∈ polePart.range) ∧
    (∀ x ∈ polePart.ker, ∀ y ∈ polePart.ker, x * y ∈ polePart.ker) := by
  have hp : ∀ x n, (polePart x).coeff n = if n < 0 then x.coeff n else 0 := fun _ _ => rfl
  refine ⟨fun x => ?_, ?_, fun x hx y hy => ?_⟩
  · ext n
    rw [hp, hp]
    split_ifs <;> rfl
  · rintro _ ⟨a, rfl⟩ _ ⟨b, rfl⟩
    refine ⟨polePart a * polePart b, ?_⟩
    ext n
    rw [hp]
    split_ifs with h
    · rfl
    · -- two negative exponents cannot add up to n ≥ 0
      symm
      rw [HahnSeries.coeff_mul]
      refine Finset.sum_eq_zero fun p hm => ?_
      have hs : p.1 + p.2 = n := (Finset.mem_antidiagonal.1 hm).2.2
      by_cases h1 : p.1 < 0
      · have h2 : ¬ p.2 < 0 := by omega
        rw [hp b, if_neg h2, mul_zero]
      · rw [hp a, if_neg h1, zero_mul]
  · have hk : ∀ z ∈ polePart.ker, ∀ n < 0, z.coeff n = 0 := by
      intro z hz n hn
      have h := hp z n
      rw [AddMonoidHom.mem_ker.1 hz, if_pos hn] at h
      exact h.symm
    rw [AddMonoidHom.mem_ker]
    ext n
    rw [hp]
    split_ifs with h
    · -- a negative total exponent needs a negative exponent in one factor
      rw [HahnSeries.coeff_mul]
      refine Finset.sum_eq_zero fun p hm => ?_
      have hs : p.1 + p.2 = n := (Finset.mem_antidiagonal.1 hm).2.2
      by_cases h1 : p.1 < 0
      · rw [hk x hx _ h1, zero_mul]
      · rw [hk y hy p.2 (by omega), mul_zero]
    · rfl

end

end LadderBirkhoff
```

```lean
#print axioms LadderBirkhoff.counterterm_succ
-- 'LadderBirkhoff.counterterm_succ' depends on axioms: [propext, Classical.choice, Quot.sound]
#print axioms LadderBirkhoff.counterterm_two
-- 'LadderBirkhoff.counterterm_two' depends on axioms: [propext, Classical.choice, Quot.sound]
#print axioms LadderBirkhoff.birkhoff_factorization
-- 'LadderBirkhoff.birkhoff_factorization' depends on axioms: [propext, Classical.choice, Quot.sound]
#print axioms LadderBirkhoff.counterterm_mul
-- 'LadderBirkhoff.counterterm_mul' depends on axioms: [propext, Classical.choice, Quot.sound]
```

**Q:** Show me numbers.

**A:** These coefficients are invented to show the arithmetic and do not come from an actual diagram. Take $f_1=\varepsilon^{-1}+3$ and $f_2=\tfrac12\varepsilon^{-2}+5\varepsilon^{-1}+7$. Then $c_1=-\varepsilon^{-1}$, and

$$\bar f_2=f_2+c_1f_1=-\tfrac12\varepsilon^{-2}+2\varepsilon^{-1}+7.$$

So $c_2=\tfrac12\varepsilon^{-2}-2\varepsilon^{-1}$, and the renormalized coefficients are $(cf)_1=3$ and $(cf)_2=7$, both finite.

**Q:** Where would I meet this in QED?

**A:** In vertex corrections restricted to uncrossed ladders whose subdivergences factor as above; overlapping divergences need more than this one series.
